# Velocity gauge and length gauge agree for a charge on a line in a uniform field: the Goeppert-Mayer transformation

A free charge sits in a static electric field $F$, so it should accelerate. I describe the field by a vector potential $A(t) = -Ft$, put it into the kinetic energy as $(-i\partial_x - A)^2/2$, and find that a plane wave $e^{ikx}$ keeps its wave number $k$ forever. If I describe the same field by the potential energy $-Fx$ instead, the wave number grows as $k + Ft$. How can these two Schrödinger equations describe the same particle, and does the agreement survive when the field depends on time and there is a potential $V$ as well?

## The acceleration is in $k - A(t)$

The two wavefunctions differ by a phase that depends on position and time, so their wave numbers differ too. In the first description (velocity gauge) the kinetic momentum is $-i\partial_x - A$, which gives $k - A(t) = k + Ft$ on your plane wave. In the second (length gauge) it is simply $-i\partial_x$, and the wave number shows the acceleration directly. The agreement does survive a time-dependent field and a potential, provided that $A$ is differentiable and the length-gauge wavefunction is twice differentiable in $x$ and once in $t$.

Use atomic units and unit positive charge. Let $A(t)$ be real, let $E = -A'$, and write $\psi = e^{iA(t)x}\varphi$. For any differentiable function $f(x)$,

$$(-i\partial_x - A)\,(e^{iAx} f) = e^{iAx}(Af - i f' - Af) = e^{iAx}(-i f').$$

The phase has removed the vector potential. Applying the same rule again, now to $-if'$ in place of $f$, gives

$$(-i\partial_x - A)^2 (e^{iAx} f) = -e^{iAx} f''.$$

The phase also moves in time, so

$$i\partial_t\psi = e^{iAx}\,(i\partial_t\varphi - A' x\,\varphi).$$

Put both results into the velocity-gauge equation $i\partial_t\psi = \tfrac12(-i\partial_x - A)^2\psi + V\psi$:

$$e^{iAx}\,(i\partial_t\varphi - A'x\,\varphi) = e^{iAx}\left(-\tfrac12\varphi_{xx} + V\varphi\right).$$

The phase factor is never zero, so it can be cancelled, or restored by multiplication. With $A' = -E$, the equation is therefore equivalent to

$$i\partial_t\varphi = -\tfrac12\varphi_{xx} + V\varphi - E x\,\varphi.$$

Now take your plane wave, with $V = 0$ and a general $A$. Let $\psi = e^{i(kx - S(t))}$. The kinetic momentum multiplies it by $k - A$, and $i\partial_t$ multiplies it by $S'$, so it is a solution if $S' = (k-A)^2/2$: the phase accumulates at the rate of the instantaneous kinetic energy. Removing the Goeppert-Mayer phase gives the length-gauge Volkov wave

$$\varphi = e^{-iAx}\psi = e^{i((k-A(t))x - S(t))}.$$

For $A = -Ft$ the wave number is $k + Ft$, and integrating $(k+Ft)^2/2$ from $S(0)=0$ gives

$$S(t) = \frac{k^2 t}{2} + \frac{kFt^2}{2} + \frac{F^2t^3}{6}.$$

The same argument in Lean 4 with Mathlib:

```lean
import Mathlib

open Complex

namespace GoeppertMayer

noncomputable section

/-- The kinetic momentum operator `-i ∂ₓ - a` in a uniform vector potential `a`
(unit charge, atomic units). -/
def kineticMomentum (a : ℝ) (f : ℝ → ℂ) : ℝ → ℂ :=
  fun x => -I * deriv f x - a * f x

/-- The wavefunction `φ x t` is twice differentiable in position and once in time. -/
structure IsRegular (φ : ℝ → ℝ → ℂ) : Prop where
  space : ∀ t, Differentiable ℝ (fun x => φ x t)
  space_deriv : ∀ t, Differentiable ℝ (deriv (fun x => φ x t))
  time : ∀ x, Differentiable ℝ (φ x)

/-- The velocity-gauge Schrödinger equation `i ∂ₜψ = (-i ∂ₓ - A)² ψ / 2 + V ψ`. -/
def VelocityGaugeEq (A : ℝ → ℝ) (V ψ : ℝ → ℝ → ℂ) : Prop :=
  ∀ x t, I * deriv (ψ x) t =
    kineticMomentum (A t) (kineticMomentum (A t) (fun y => ψ y t)) x / 2 + V x t * ψ x t

/-- The length-gauge Schrödinger equation `i ∂ₜφ = -φₓₓ / 2 + V φ - E x φ`. -/
def LengthGaugeEq (E : ℝ → ℝ) (V φ : ℝ → ℝ → ℂ) : Prop :=
  ∀ x t, I * deriv (φ x) t =
    -deriv (deriv (fun y => φ y t)) x / 2 + V x t * φ x t - E t * x * φ x t

/-- The Goeppert-Mayer transformation `ψ(x,t) = exp(i A(t) x) φ(x,t)`. -/
def toVelocityGauge (A : ℝ → ℝ) (φ : ℝ → ℝ → ℂ) : ℝ → ℝ → ℂ :=
  fun x t => cexp (I * ((A t * x : ℝ) : ℂ)) * φ x t

/-- A phase factor `exp(iθ)` with differentiable real `θ` changes at the rate `i θ' exp(iθ)`. -/
theorem hasDerivAt_phase {θ : ℝ → ℝ} {θ' t : ℝ} (h : HasDerivAt θ θ' t) :
    HasDerivAt (fun s => cexp (I * (θ s : ℂ))) (I * θ' * cexp (I * (θ t : ℂ))) t :=
  (h.ofReal_comp.const_mul I).cexp.congr_deriv (mul_comm _ _)

/-- On differentiable functions, the phase `exp(i a x)` turns the kinetic momentum
`-i ∂ₓ - a` into `-i ∂ₓ`. -/
theorem kineticMomentum_phase (a : ℝ) {f : ℝ → ℂ} (hf : Differentiable ℝ f) :
    kineticMomentum a (fun x => cexp (I * ((a * x : ℝ) : ℂ)) * f x) =
      fun x => cexp (I * ((a * x : ℝ) : ℂ)) * (-I * deriv f x) := by
  funext x
  have hl : HasDerivAt (fun y : ℝ => a * y) a x :=
    ((hasDerivAt_id x).const_mul a).congr_deriv (mul_one a)
  have h : HasDerivAt (fun y : ℝ => cexp (I * ((a * y : ℝ) : ℂ)) * f y)
      (I * a * cexp (I * ((a * x : ℝ) : ℂ)) * f x
        + cexp (I * ((a * x : ℝ) : ℂ)) * deriv f x) x :=
    (hasDerivAt_phase hl).fun_mul (hf x).hasDerivAt
  simp only [kineticMomentum]
  rw [h.deriv]
  linear_combination (-(a * cexp (I * ((a * x : ℝ) : ℂ)) * f x)) * I_sq

/-- On twice differentiable functions, the phase `exp(i a x)` turns `(-i ∂ₓ - a)²`
into `-∂ₓ²`. -/
theorem kineticMomentum_sq_phase (a : ℝ) {f : ℝ → ℂ} (hf : Differentiable ℝ f)
    (hf' : Differentiable ℝ (deriv f)) :
    kineticMomentum a (kineticMomentum a (fun x => cexp (I * ((a * x : ℝ) : ℂ)) * f x)) =
      fun x => cexp (I * ((a * x : ℝ) : ℂ)) * (-deriv (deriv f) x) := by
  have h2 : kineticMomentum a
      (fun x => cexp (I * ((a * x : ℝ) : ℂ)) * (-I * deriv f x)) =
      fun x => cexp (I * ((a * x : ℝ) : ℂ)) * (-I * deriv (fun y => -I * deriv f y) x) :=
    kineticMomentum_phase a (hf'.const_mul (-I))
  rw [kineticMomentum_phase a hf, h2]
  funext x
  have h3 : deriv (fun y => -I * deriv f y) x = -I * deriv (deriv f) x :=
    ((hf' x).hasDerivAt.const_mul (-I)).deriv
  rw [h3]
  linear_combination (cexp (I * ((a * x : ℝ) : ℂ)) * deriv (deriv f) x) * I_sq

/-- **Goeppert-Mayer transformation.** For differentiable `A` and regular `φ`, the function
`exp(i A x) φ` solves the velocity-gauge equation if and only if `φ` solves the length-gauge
equation with electric field `E = -A'`. -/
theorem velocityGauge_iff_lengthGauge {A : ℝ → ℝ} (hA : Differentiable ℝ A)
    (V : ℝ → ℝ → ℂ) {φ : ℝ → ℝ → ℂ} (hφ : IsRegular φ) :
    VelocityGaugeEq A V (toVelocityGauge A φ) ↔
      LengthGaugeEq (fun t => -deriv A t) V φ := by
  unfold VelocityGaugeEq LengthGaugeEq
  refine forall_congr' fun x => forall_congr' fun t => ?_
  -- the moving phase contributes the term in `A' x`
  have hp : HasDerivAt (fun s => cexp (I * ((A s * x : ℝ) : ℂ)))
      (I * (deriv A t * x) * cexp (I * ((A t * x : ℝ) : ℂ))) t :=
    (hasDerivAt_phase ((hA t).hasDerivAt.mul_const x)).congr_deriv
      (by rw [Complex.ofReal_mul (deriv A t) x])
  have ht : deriv (toVelocityGauge A φ x) t =
      I * (deriv A t * x) * cexp (I * ((A t * x : ℝ) : ℂ)) * φ x t
        + cexp (I * ((A t * x : ℝ) : ℂ)) * deriv (φ x) t :=
    (hp.fun_mul (hφ.time x t).hasDerivAt).deriv
  -- the kinetic energy loses its vector potential
  have hx : kineticMomentum (A t)
      (kineticMomentum (A t) (fun y => toVelocityGauge A φ y t)) x =
      cexp (I * ((A t * x : ℝ) : ℂ)) * (-deriv (deriv (fun y => φ y t)) x) :=
    congrFun (kineticMomentum_sq_phase (A t) (hφ.space t) (hφ.space_deriv t)) x
  have he : cexp (I * ((A t * x : ℝ) : ℂ)) ≠ 0 := Complex.exp_ne_zero _
  rw [ht, hx]
  simp only [toVelocityGauge, Complex.ofReal_neg]
  -- the two equations differ by the nonzero phase factor
  constructor
  · intro h
    apply mul_left_cancel₀ he
    linear_combination h
      - (cexp (I * ((A t * x : ℝ) : ℂ)) * ((deriv A t : ℝ) : ℂ) * x * φ x t) * I_sq
  · intro h
    linear_combination cexp (I * ((A t * x : ℝ) : ℂ)) * h
      + (cexp (I * ((A t * x : ℝ) : ℂ)) * ((deriv A t : ℝ) : ℂ) * x * φ x t) * I_sq

/-- The plane wave `exp(i (k(t) x - S(t)))` with time-dependent wave number and phase. -/
def planeWave (k S : ℝ → ℝ) : ℝ → ℝ → ℂ :=
  fun x t => cexp (I * ((k t * x - S t : ℝ) : ℂ))

/-- The spatial derivative of a plane wave is `i k(t)` times the wave. -/
theorem planeWave_hasDerivAt (k S : ℝ → ℝ) (x t : ℝ) :
    HasDerivAt (fun y => planeWave k S y t) (I * k t * planeWave k S x t) x := by
  have hl : HasDerivAt (fun y : ℝ => k t * y - S t) (k t) x :=
    (((hasDerivAt_id x).const_mul (k t)).sub_const (S t)).congr_deriv (mul_one _)
  exact hasDerivAt_phase hl

/-- A plane wave with differentiable wave number and phase is regular. -/
theorem planeWave_regular {k S : ℝ → ℝ} (hk : Differentiable ℝ k)
    (hS : Differentiable ℝ S) : IsRegular (planeWave k S) where
  space t x := (planeWave_hasDerivAt k S x t).differentiableAt
  space_deriv t := by
    have h : deriv (fun y => planeWave k S y t) = fun y => I * k t * planeWave k S y t :=
      funext fun y => (planeWave_hasDerivAt k S y t).deriv
    rw [h]
    exact fun x => ((planeWave_hasDerivAt k S x t).const_mul (I * k t)).differentiableAt
  time x t := (hasDerivAt_phase
    (((hk t).hasDerivAt.mul_const x).fun_sub (hS t).hasDerivAt)).differentiableAt

/-- **Volkov wave, velocity gauge.** If `S' = (k - A)² / 2`, the wave `exp(i (k x - S))` with
constant `k` solves the velocity-gauge equation without potential. -/
theorem volkov_velocityGauge (k : ℝ) {A S : ℝ → ℝ}
    (hS : ∀ t, HasDerivAt S ((k - A t) ^ 2 / 2) t) :
    VelocityGaugeEq A (fun _ _ => 0) (planeWave (fun _ => k) S) := by
  intro x t
  have ht : HasDerivAt (planeWave (fun _ => k) S x)
      (I * ((-((k - A t) ^ 2 / 2) : ℝ) : ℂ) * planeWave (fun _ => k) S x t) t :=
    hasDerivAt_phase ((hS t).const_sub (k * x))
  -- the wave is an eigenfunction of the kinetic momentum, also after scaling by `c`
  have hp : ∀ c : ℂ, kineticMomentum (A t) (fun y => c * planeWave (fun _ => k) S y t) =
      fun y => (c * (k - A t)) * planeWave (fun _ => k) S y t := by
    intro c
    funext y
    have hd : deriv (fun y => c * planeWave (fun _ => k) S y t) y =
        c * (I * k * planeWave (fun _ => k) S y t) :=
      ((planeWave_hasDerivAt (fun _ => k) S y t).const_mul c).deriv
    simp only [kineticMomentum]
    rw [hd]
    linear_combination (-(c * k * planeWave (fun _ => k) S y t)) * I_sq
  have h1 := hp 1
  simp only [one_mul] at h1
  rw [ht.deriv, h1, hp]
  push_cast
  linear_combination (-(((k : ℂ) - A t) ^ 2 / 2) * planeWave (fun _ => k) S x t) * I_sq

/-- **Volkov wave, length gauge.** For differentiable `A` and `S' = (k - A)² / 2`, the wave
`exp(i ((k - A) x - S))` solves the length-gauge equation without potential in the field
`E = -A'`. -/
theorem volkov_lengthGauge (k : ℝ) {A S : ℝ → ℝ} (hA : Differentiable ℝ A)
    (hS : ∀ t, HasDerivAt S ((k - A t) ^ 2 / 2) t) :
    LengthGaugeEq (fun t => -deriv A t) (fun _ _ => 0)
      (planeWave (fun t => k - A t) S) := by
  have hr : IsRegular (planeWave (fun t => k - A t) S) :=
    planeWave_regular (hA.const_sub k) (fun t => (hS t).differentiableAt)
  have hw : toVelocityGauge A (planeWave (fun t => k - A t) S) =
      planeWave (fun _ => k) S := by
    funext x t
    simp only [toVelocityGauge, planeWave]
    rw [← Complex.exp_add]
    congr 1
    push_cast
    ring
  rw [← velocityGauge_iff_lengthGauge hA _ hr, hw]
  exact volkov_velocityGauge k hS

/-- In a static field `F` without further potential, the plane wave with wave number `k + F t`
and phase `S(t) = k² t / 2 + k F t² / 2 + F² t³ / 6` solves the length-gauge equation. -/
theorem staticField_wave (k F : ℝ) :
    LengthGaugeEq (fun _ => F) (fun _ _ => 0)
      (planeWave (fun t => k + F * t)
        (fun t => k ^ 2 / 2 * t + k * F / 2 * t ^ 2 + F ^ 2 / 6 * t ^ 3)) := by
  -- the static field comes from the vector potential `-F t`
  have hA : ∀ t : ℝ, HasDerivAt (fun s : ℝ => -(F * s)) (-F) t := fun t =>
    ((hasDerivAt_id t).const_mul F).fun_neg.congr_deriv (by rw [mul_one])
  have hS : ∀ t : ℝ, HasDerivAt
      (fun s : ℝ => k ^ 2 / 2 * s + k * F / 2 * s ^ 2 + F ^ 2 / 6 * s ^ 3)
      ((k - -(F * t)) ^ 2 / 2) t := by
    intro t
    have h2 : HasDerivAt (fun s : ℝ => s ^ 2) (2 * t) t := by
      simpa using hasDerivAt_pow 2 t
    have h3 : HasDerivAt (fun s : ℝ => s ^ 3) (3 * t ^ 2) t := by
      simpa using hasDerivAt_pow 3 t
    exact ((((hasDerivAt_id t).const_mul (k ^ 2 / 2)).fun_add
      (h2.const_mul (k * F / 2))).fun_add (h3.const_mul (F ^ 2 / 6))).congr_deriv (by ring)
  have h := volkov_lengthGauge k (fun t => (hA t).differentiableAt) hS
  have hE : (fun t : ℝ => -deriv (fun s : ℝ => -(F * s)) t) = fun _ => F := by
    funext t
    rw [(hA t).deriv, neg_neg]
  have hk : (fun t : ℝ => k - -(F * t)) = fun t => k + F * t := by
    funext t
    ring
  rw [hE, hk] at h
  exact h

end

end GoeppertMayer
```

```lean
#print axioms GoeppertMayer.velocityGauge_iff_lengthGauge
-- 'GoeppertMayer.velocityGauge_iff_lengthGauge' depends on axioms: [propext, Classical.choice, Quot.sound]
#print axioms GoeppertMayer.staticField_wave
-- 'GoeppertMayer.staticField_wave' depends on axioms: [propext, Classical.choice, Quot.sound]
```

## What the equations say in Lean

A wavefunction has type `ℝ → ℝ → ℂ`, with position first: `φ x t` is $\varphi(x,t)$. Thus `φ x` is a function of time, while `fun y => φ y t` is the spatial profile at time $t$. The operator `kineticMomentum a` acts on such profiles, and `VelocityGaugeEq` applies it twice. Both `VelocityGaugeEq` and `LengthGaugeEq` require their equation at every real $x$ and $t$.

The main theorem, `velocityGauge_iff_lengthGauge`, takes a differentiable `A`, any function `V`, and a `φ` satisfying `IsRegular`. It states that `toVelocityGauge A φ` solves the velocity-gauge equation if and only if `φ` solves the length-gauge equation with field `fun t => -deriv A t`. The regularity conditions matter because Lean's `deriv` returns zero where no derivative exists; here every derivative in the two equations is a genuine one. The potential may depend on time, may be complex (an absorbing potential, for instance), and needs no smoothness.

The sign convention is that of charge $+1$. For an electron, reverse the signs of $A$ and $E$ in the two Schrödinger equations and in the phase.

The Volkov theorems take `S` with the derivative $(k-A)^2/2$ as given. For differentiable $A$ such an $S$ can be obtained by integration, and for a static field `staticField_wave` supplies it explicitly.

The model is one particle in one dimension, with a vector potential that is uniform in space, as in the dipole approximation. The potential acts by multiplication, so a nonlocal pseudopotential does not fit this form. Nothing is said about normalisation, boundary conditions or the existence of solutions for given initial data, and the plane waves themselves are not normalisable. Within this one-particle model with a local potential, the result tells a simulator how to compare wavefunctions propagated in the two gauges: multiply the length-gauge one by $e^{iA(t)x}$ first ($e^{-iA(t)x}$ for an electron). The initial states must be related by this phase too, so the two runs may start from the same wavefunction only if $A$ is zero at the starting time.

## From the phase rule to the accelerated wave

`hasDerivAt_phase` is the chain rule for $e^{i\theta}$ with real $\theta$. It serves for both variables: $\theta = ax$ as a function of $x$, and $\theta = A(t)x$ as a function of $t$.

`kineticMomentum_phase` is the first displayed identity. The product rule supplies the derivative, and `linear_combination` with `I_sq`, which says $i^2=-1$, cancels the two terms in $a$. `kineticMomentum_sq_phase` uses this lemma twice, the second time on $-if'$; that is where differentiability of $f'$ is needed.

In the main theorem, `forall_congr'` reduces the claim to a fixed $x$ and $t$. The statement `ht` is the time derivative of $\psi$, including the term in $A'x$, and `hx` is the transformed kinetic energy. After both are substituted, the two directions are handled separately. From velocity to length gauge, `mul_left_cancel₀` cancels the phase, which `he` shows to be nonzero. In the other direction the length-gauge equation is multiplied by the phase. The remaining algebra again uses only $i^2=-1$.

For the waves, `planeWave_hasDerivAt` gives the spatial derivative, and `planeWave_regular` shows that differentiable wave number and phase are enough for `IsRegular`. In `volkov_velocityGauge`, the auxiliary statement `hp` says that the kinetic momentum multiplies the wave by $k-A$, even when the wave carries a constant factor $c$. The factor is there because the second application acts on a wave already multiplied by $k-A$.

`volkov_lengthGauge` does not differentiate the wave again to check its equation. It shows in `hw` that the Goeppert-Mayer phase turns the wave of wave number $k-A(t)$ into the one of constant $k$, and then uses the main equivalence. Finally, `staticField_wave` inserts $A=-Ft$: `hS` differentiates the cubic phase, `hE` identifies the field as $F$, and `hk` rewrites $k-(-Ft)$ as $k+Ft$, the growing wave number of your second description.
